# Expectation of a two-body operator on the first two particles as a trace with their density matrix

For a wavefunction `ψ` of `n + 2` particles over a finite set of orbitals, `first_pair_expectation` states that (n+2)(n+1)⟨ψ|W₀₁|ψ⟩ = Tr(W D), where W₀₁ is the two-body operator `W` acting on the first two particles. The matrix D is (n+2)(n+1) times the sum of ψ(i,j,r) ψ(k,l,r)* over the orbitals r of the other particles. Neither antisymmetry nor normalisation of `ψ` is assumed, and `W` need not be Hermitian; for nonzero `ψ`, normalised values follow on dividing both sides by ⟨ψ|ψ⟩. The proof first shows, as `hu`, that replacing the first two orbitals of (i,j,r) by a and b gives (a,b,r), and then splits and reorders the sums until the two sides agree term by term.

Lean 4 with Mathlib refuses this proof:

```lean
import Mathlib

open Matrix ComplexConjugate
open scoped ComplexOrder

namespace FirstPairExpectation

noncomputable section

variable {ι : Type*} [Fintype ι] {n : ℕ}

/-- The two-particle density matrix `D(ij,kl)` of a wavefunction of `n + 2` particles. -/
def twoRDM (ψ : (Fin (n + 2) → ι) → ℂ) : Matrix (ι × ι) (ι × ι) ℂ :=
  Matrix.of fun P Q => ((n : ℂ) + 2) * ((n : ℂ) + 1) *
    ∑ r : Fin n → ι, ψ (vecCons P.1 (vecCons P.2 r)) * conj (ψ (vecCons Q.1 (vecCons Q.2 r)))

/-- The two-body operator with matrix elements `W(ij,ab)`, acting on the distinct particles
`p` and `q` of an `N`-particle wavefunction. -/
def pairOperator {N : ℕ} (W : Matrix (ι × ι) (ι × ι) ℂ) (p q : Fin N)
    (ψ : (Fin N → ι) → ℂ) : (Fin N → ι) → ℂ :=
  fun x => ∑ a, ∑ b, W (x p, x q) (a, b) * ψ (Function.update (Function.update x p a) q b)

/-- A sum over all orbital assignments splits into a sum over the orbital of the first particle
and a sum over the orbitals of the rest. -/
theorem sum_first {M : Type*} [AddCommMonoid M] {m : ℕ} (f : (Fin (m + 1) → ι) → M) :
    ∑ x, f x = ∑ i, ∑ r : Fin m → ι, f (vecCons i r) := by
  rw [← (Fin.consEquiv (fun _ : Fin (m + 1) => ι)).sum_comp, Fintype.sum_prod_type]
  rfl

/-- The inner product `⟨ψ|W₀₁|ψ⟩`, with `W` acting on the first two particles, times the number of
ordered pairs, is the trace of `W` with the two-particle density matrix. -/
theorem first_pair_expectation (ψ : (Fin (n + 2) → ι) → ℂ) (W : Matrix (ι × ι) (ι × ι) ℂ) :
    ((n : ℂ) + 2) * ((n : ℂ) + 1) * ∑ x, conj (ψ x) * pairOperator W 0 1 ψ x
      = (W * twoRDM ψ).trace := by
  have hu : ∀ (i j a b : ι) (r : Fin n → ι),
      Function.update (Function.update (vecCons i (vecCons j r)) 0 a) 1 b
        = vecCons a (vecCons b r) := by
    intro i j a b r
    funext k
    refine Fin.cases ?_ (fun k => ?_) k
    · simp [Function.update_apply]
    · refine Fin.cases ?_ (fun k => ?_) k <;> simp [Function.update_apply]
  rw [sum_first, Matrix.trace, Fintype.sum_prod_type, Finset.mul_sum]
  refine Finset.sum_congr rfl fun i _ => ?_
  rw [sum_first, Finset.mul_sum]
  refine Finset.sum_congr rfl fun j _ => ?_
  simp only [Matrix.diag_apply, Matrix.mul_apply, Fintype.sum_prod_type, twoRDM,
    Matrix.of_apply, pairOperator, hu, Matrix.cons_val_zero, Matrix.cons_val_one,
    Finset.mul_sum]
  refine Finset.sum_comm.trans (Finset.sum_congr rfl fun a _ =>
    Finset.sum_comm.trans (Finset.sum_congr rfl fun b _ =>
      Finset.sum_congr rfl fun r _ => ?_))
  ring

end

end FirstPairExpectation
```

Compiling this gives:

```
Main.lean:42:4: error: unsolved goals
case refine_2.refine_2
ι : Type u_1
inst✝ : Fintype ι
n : ℕ
ψ : (Fin (n + 2) → ι) → ℂ
W : Matrix (ι × ι) (ι × ι) ℂ
i j a b : ι
r : Fin n → ι
k✝¹ : Fin n.succ.succ
k✝ : Fin (n + 1)
k : Fin n
⊢ k.succ.succ = 1 → b = r k
Main.lean:41:12: warning: This simp argument is unused:
  Function.update_apply

Hint: Omit it from the simp argument list.
  [apply] simp

Note: This linter can be disabled with `set_option linter.unusedSimpArgs false`
```

This version goes through:

```diff
@@ -39,6 +39,11 @@
     funext k
     refine Fin.cases ?_ (fun k => ?_) k
-    · simp [Function.update_apply]
-    · refine Fin.cases ?_ (fun k => ?_) k <;> simp [Function.update_apply]
+    · simp
+    · refine Fin.cases ?_ (fun k => ?_) k
+      · simp
+      · have hk : k.succ.succ ≠ (1 : Fin (n + 2)) := fun h =>
+          Fin.succ_ne_zero k (Fin.succ_injective _ (h.trans Fin.succ_zero_eq_one.symm))
+        simp [Function.update_apply]
+        exact fun h => absurd h hk
   rw [sum_first, Matrix.trace, Fintype.sum_prod_type, Finset.mul_sum]
   refine Finset.sum_congr rfl fun i _ => ?_
```

The error is in `hu`, which is checked position by position. At the third position or later, `k.succ.succ`, the update at position 1 should have no effect. `Function.update_apply` turns that update into a choice on whether `k.succ.succ = 1`, and `simp` is left with `k.succ.succ = 1 → b = r k`. The premise is false, but `simp` does not refute it: the `1` is a numeral, not written as the successor of 0, the form in which the two sides could be compared by stripping a `succ` from each.

The repair proves the inequality as `hk`. It uses `Fin.succ_zero_eq_one` to write 1 as the successor of 0, cancels one `succ` by `Fin.succ_injective`, and contradicts `k.succ = 0` with `Fin.succ_ne_zero`. The final `exact` then closes the remaining implication, since its premise contradicts `hk`. Splitting the `<;>` into separate cases gives this last one its own proof.

The warning says only that `Function.update_apply` is unused at position 0. Dropping it there, and at position 1, is tidying.
